# The lowest nonzero longitudinal frequency of a long free harmonic chain falls as inverse length

If the length of a simulation of a long chain molecule is set by the period of a single bond stretch, the run can end before the slowest longitudinal vibration has completed one cycle. In a chain of equal masses with free ends, joined by equal harmonic springs between nearest neighbours, the period of that vibration, the longitudinal acoustic mode, grows in proportion to the chain length once the chain is long.

## Standing waves on a chain with free ends

Let \(N\ge 1\) equal masses \(m>0\), numbered \(n=0,\dots,N-1\), be joined by springs \(k>0\). The constant \(k\) is the curvature of the bond energy at its minimum. With \(u_n\) the displacement along the chain, the motion \(u_n\cos(\omega t)\) obeys Newton's equation when, with \(w=\omega^2\),

\[
k(u_{n+1}-u_n)+k(u_{n-1}-u_n)=-m w\,u_n ,
\]

where an end mass lacks the term of its missing neighbour. Try \(u_n=\cos(\theta(n+\tfrac12))\) with \(\theta=\pi j/N\) and \(j=0,\dots,N-1\). Writing \(x=\theta(n+\tfrac12)\),

\[
\cos(x+\theta)+\cos(x-\theta)-2\cos x=-2(1-\cos\theta)\cos x ,
\]

so the equation holds inside the chain with

\[
w_j=\frac{2k}{m}\Bigl(1-\cos\frac{\pi j}{N}\Bigr).
\]

It also holds at the ends. Extending the formula for \(u_n\) by one site each way gives \(u_{-1}=\cos(-\theta/2)=u_0\). Since \(\sin j\pi=0\), it also gives \(u_N=\cos(j\pi+\theta/2)=\cos(j\pi-\theta/2)=u_{N-1}\). The missing bonds would be unstretched, so their terms vanish anyway. The pattern is nonzero because \(\theta/2<\pi/2\) makes \(u_0=\cos(\theta/2)\) positive.

Cosine decreases strictly on \([0,\pi]\), so the \(w_j\) increase strictly with \(j\). Eigenvectors with distinct eigenvalues are linearly independent, and a further value of \(w\) would give \(N+1\) of them in dimension \(N\). The list is therefore complete.

The value \(w_0=0\) is the translation of the whole chain. For \(N\ge2\) the lowest nonzero frequency \(\Omega_N\) has \(j=1\), and \(1-\cos\theta=2\sin^2(\theta/2)\) gives

\[
\Omega_N=2\sqrt{\frac km}\,\sin\frac{\pi}{2N},\qquad
N\Omega_N=\pi\sqrt{\frac km}\;\frac{\sin(\pi/2N)}{\pi/2N}\longrightarrow\pi\sqrt{\frac km}.
\]

For bond length \(a\) the chain has length \((N-1)a\), and

\[
(N-1)a\,\Omega_N=a\Bigl(1-\frac1N\Bigr)N\Omega_N\longrightarrow\pi a\sqrt{\frac km}.
\]

## The chain and its modes in Lean

```lean
import Mathlib

open Real Filter Topology

namespace FreeChainAcousticMode

noncomputable section
```

Displacements are functions `Fin N → ℝ`, and `springForce k` is a linear map on them. Its two conditionals add a Hooke force only where a neighbour exists, which is what makes the ends free.

```lean
/-- The forces on `N` masses in a row, joined by springs `k`, with displacements `u`: each mass
feels a Hooke force from its right and its left neighbour, where there is one. -/
def springForce {N : ℕ} (k : ℝ) : (Fin N → ℝ) →ₗ[ℝ] (Fin N → ℝ) where
  toFun u i :=
    (if h : i.val + 1 < N then k * (u ⟨i.val + 1, h⟩ - u i) else 0) +
    (if 0 < i.val then
      k * (u ⟨i.val - 1, lt_of_le_of_lt (Nat.sub_le _ _) i.isLt⟩ - u i) else 0)
  map_add' u v := by
    ext i
    simp only [Pi.add_apply]
    split_ifs <;> ring
  map_smul' c u := by
    ext i
    simp only [Pi.smul_apply, smul_eq_mul, RingHom.id_apply]
    split_ifs <;> ring
```

A normal mode is a nonzero solution of the force equation. The definition allows any real `w`.

```lean
/-- A normal mode with squared frequency `w`: a nonzero displacement pattern `u` on which the
spring force is `-m w u`. -/
def IsNormalMode {N : ℕ} (k m w : ℝ) (u : Fin N → ℝ) : Prop :=
  u ≠ 0 ∧ ∀ i, springForce k u i = -(m * w * u i)
```

The next two definitions are \(w_j\) and the trial pattern, which is not normalised.

```lean
/-- The squared frequency `(2k/m)(1 - cos(πj/N))` of the standing wave `j`, for `m ≠ 0` and `j < N`.
-/
def omegaSq (N : ℕ) (k m : ℝ) (j : ℕ) : ℝ := 2 * k / m * (1 - cos (π * j / N))

/-- The standing wave `cos(πj(n + 1/2)/N)` on the masses `n = 0, ..., N-1`. -/
def standingWave (N j : ℕ) : Fin N → ℝ := fun n => cos (π * j / N * (n.val + 1 / 2))
```

The set below collects the positive angular frequencies without reference to any formula for them.

```lean
/-- The positive frequencies `ω` of the normal modes of the free chain of `N` masses. -/
def vibrationalFrequencies (N : ℕ) (k m : ℝ) : Set ℝ :=
  {ω | 0 < ω ∧ ∃ u : Fin N → ℝ, IsNormalMode k m (ω ^ 2) u}
```

The model has motion along one line only, with equal masses and harmonic bonds. It leaves out bending, torsion, heavier end groups and forces between more distant neighbours.

The first theorem ties the definition of a mode to Newton's equation. In its proof `hd` computes the second time derivative and `hf` takes the factor \(\cos(\omega t)\) out of the force by linearity. The converse direction evaluates the equation at \(t=0\).

```lean
/-- A nonzero pattern `u` is a normal mode with squared frequency `ω²` exactly when the motion
`u cos(ωt)` obeys Newton's equation for every mass at all times. -/
theorem isNormalMode_iff_newton {N : ℕ} {k m ω : ℝ} {u : Fin N → ℝ} (hu : u ≠ 0) :
    IsNormalMode k m (ω ^ 2) u ↔ ∀ t i,
      m * deriv (deriv fun s => u i * cos (ω * s)) t =
        springForce k (fun n => u n * cos (ω * t)) i := by
  have hl : ∀ s : ℝ, HasDerivAt (fun s => ω * s) ω s := fun s => by
    simpa using (hasDerivAt_id' s).const_mul ω
  have hd : ∀ i t, deriv (deriv fun s => u i * cos (ω * s)) t
      = -(ω ^ 2 * u i * cos (ω * t)) := by
    intro i t
    have h1 : (deriv fun s => u i * cos (ω * s)) = fun s => -(u i * ω) * sin (ω * s) := by
      funext s
      exact (((hl s).cos.const_mul (u i)).congr_deriv (by ring)).deriv
    rw [h1]
    exact (((hl t).sin.const_mul (-(u i * ω))).congr_deriv (by ring)).deriv
  have hf : ∀ (c : ℝ) i, springForce k (fun n => u n * c) i = c * springForce k u i := by
    intro c i
    have h1 : (fun n => u n * c) = c • u := by
      ext n
      simp [mul_comm]
    rw [h1, map_smul]
    rfl
  constructor
  · intro h t i
    rw [hd, hf, h.2 i]
    ring
  · intro h
    refine ⟨hu, fun i => ?_⟩
    have h0 := h 0 i
    rw [hd, hf] at h0
    simp only [mul_zero, cos_zero, mul_one, one_mul] at h0
    linarith
```

## The complete list of squared frequencies

The proof for the standing waves follows the derivation above. The steps `hr` and `hl` show that each conditional equals the bulk expression, with the missing bond as the second case. The addition formulas then finish the calculation.

```lean
/-- For `m ≠ 0` and `j < N` the standing wave `j` is a normal mode of the free chain, with
squared frequency `(2k/m)(1 - cos(πj/N))`. -/
theorem standingWave_isNormalMode {N j : ℕ} {k m : ℝ} (hm : m ≠ 0) (hj : j < N) :
    IsNormalMode k m (omegaSq N k m j) (standingWave N j) := by
  have hN : (0 : ℝ) < N := by exact_mod_cast (by omega : 0 < N)
  constructor
  · -- the first mass is displaced
    intro h
    have h0 := congrFun h ⟨0, by omega⟩
    have hpos : 0 < cos (π * j / N * (((0 : ℕ) : ℝ) + 1 / 2)) := by
      apply cos_pos_of_mem_Ioo
      constructor
      · have : 0 ≤ π * j / N * (((0 : ℕ) : ℝ) + 1 / 2) := by positivity
        linarith [pi_pos]
      · have hlt : π * j / N < π := by
          rw [div_lt_iff₀ hN]
          exact mul_lt_mul_of_pos_left (by exact_mod_cast hj) pi_pos
        push_cast
        linarith
    exact hpos.ne' h0
  · intro i
    obtain ⟨θ, hθ⟩ : ∃ θ : ℝ, θ = π * j / N := ⟨_, rfl⟩
    have hNθ : N * θ = j * π := by
      rw [hθ]
      field_simp
    have hw : ∀ n : Fin N, standingWave N j n = cos (θ * (n.val + 1 / 2)) := by
      intro n
      rw [hθ]
      rfl
    -- right bond; at the end of the chain the missing bond would be unstretched
    have hr : (if h : i.val + 1 < N then
        k * (standingWave N j ⟨i.val + 1, h⟩ - standingWave N j i) else 0)
        = k * (cos (θ * (i.val + 1 / 2) + θ) - cos (θ * (i.val + 1 / 2))) := by
      split_ifs with h
      · have e : standingWave N j ⟨i.val + 1, h⟩ = cos (θ * (i.val + 1 / 2) + θ) := by
          rw [hw]
          congr 1
          push_cast
          ring
        rw [e, hw]
      · have hi : (i.val : ℝ) + 1 = N := by
          exact_mod_cast (by have := i.isLt; omega : i.val + 1 = N)
        have e1 : θ * (i.val + 1 / 2) + θ = j * π + θ / 2 := by
          linear_combination θ * hi + hNθ
        have e2 : θ * (i.val + 1 / 2) = j * π - θ / 2 := by
          linear_combination θ * hi + hNθ
        rw [e1, e2, cos_add, cos_sub, sin_nat_mul_pi]
        ring
    -- left bond, likewise
    have hl : (if 0 < i.val then
        k * (standingWave N j ⟨i.val - 1, lt_of_le_of_lt (Nat.sub_le _ _) i.isLt⟩
          - standingWave N j i) else 0)
        = k * (cos (θ * (i.val + 1 / 2) - θ) - cos (θ * (i.val + 1 / 2))) := by
      split_ifs with h
      · have e : standingWave N j ⟨i.val - 1, lt_of_le_of_lt (Nat.sub_le _ _) i.isLt⟩
            = cos (θ * (i.val + 1 / 2) - θ) := by
          rw [hw]
          congr 1
          rw [Nat.cast_pred h]
          ring
        rw [e, hw]
      · have hi : (i.val : ℝ) = 0 := by exact_mod_cast (by omega : i.val = 0)
        have e : θ * (i.val + 1 / 2) - θ = -(θ * (i.val + 1 / 2)) := by
          linear_combination 2 * θ * hi
        rw [e, cos_neg]
        ring
    have hc : m * (2 * k / m * (1 - cos θ)) = 2 * k * (1 - cos θ) := by field_simp
    refine (congrArg₂ (· + ·) hr hl).trans ?_
    rw [hw, omegaSq, ← hθ, hc, cos_add, cos_sub]
    ring
```

Strict ordering comes from the monotonicity of cosine.

```lean
/-- For `k, m > 0` the squared frequencies increase strictly with `j` for `j < N`. -/
theorem omegaSq_lt {N i j : ℕ} {k m : ℝ} (hk : 0 < k) (hm : 0 < m) (hij : i < j)
    (hj : j < N) : omegaSq N k m i < omegaSq N k m j := by
  have hN : (0 : ℝ) < N := by exact_mod_cast (by omega : 0 < N)
  have hij' : (i : ℝ) < j := by exact_mod_cast hij
  have hj' : (j : ℝ) ≤ N := by exact_mod_cast hj.le
  have hc : cos (π * j / N) < cos (π * i / N) := by
    apply cos_lt_cos_of_nonneg_of_le_pi
    · positivity
    · rw [div_le_iff₀ hN]
      exact mul_le_mul_of_nonneg_left hj' pi_pos.le
    · exact div_lt_div_of_pos_right (mul_lt_mul_of_pos_left hij' pi_pos) hN
  have hp : 0 < 2 * k / m := by positivity
  exact mul_lt_mul_of_pos_left (by linarith) hp
```

For completeness, `Option (Fin N)` labels the \(N\) standing waves and one supposed extra mode. `hμ` shows that the eigenvalues \(-mw\) are distinct, and `hcard` is the resulting contradiction \(N+1\le N\).

```lean
/-- For `k, m > 0` the squared frequencies of the free chain of `N` masses are exactly
`(2k/m)(1 - cos(πj/N))` with `j = 0, ..., N-1`. -/
theorem squaredFrequency_iff {N : ℕ} {k m w : ℝ} (hk : 0 < k) (hm : 0 < m) :
    (∃ u : Fin N → ℝ, IsNormalMode k m w u) ↔ ∃ j < N, w = omegaSq N k m j := by
  constructor
  · rintro ⟨u, hu⟩
    by_contra hcon
    have hne : ∀ j < N, w ≠ omegaSq N k m j := fun j hj h => hcon ⟨j, hj, h⟩
    have key : ∀ (w' : ℝ) (u' : Fin N → ℝ), IsNormalMode k m w' u' →
        Module.End.HasEigenvector (springForce k) (-(m * w')) u' := fun w' u' h =>
      ⟨Module.End.mem_eigenspace_iff.2 (by
        ext i
        rw [h.2 i, Pi.smul_apply, smul_eq_mul]
        ring), h.1⟩
    have hcancel : ∀ x y : ℝ, -(m * x) = -(m * y) → x = y := fun x y h =>
      mul_left_cancel₀ hm.ne' (neg_injective h)
    -- one more frequency would give N + 1 independent patterns of N masses
    let μ : Option (Fin N) → ℝ := fun o =>
      o.elim (-(m * w)) (fun j => -(m * omegaSq N k m j.val))
    let v : Option (Fin N) → (Fin N → ℝ) := fun o =>
      o.elim u (fun j => standingWave N j.val)
    have hμ : Function.Injective μ := by
      rintro (_ | a) (_ | b) h
      · rfl
      · exact (hne b.val b.isLt (hcancel _ _ h)).elim
      · exact (hne a.val a.isLt (hcancel _ _ h).symm).elim
      · have hab := hcancel _ _ h
        rcases lt_trichotomy a.val b.val with hlt | heq | hgt
        · exact ((omegaSq_lt hk hm hlt b.isLt).ne hab).elim
        · exact congrArg some (Fin.ext heq)
        · exact ((omegaSq_lt hk hm hgt a.isLt).ne hab.symm).elim
    have hv : ∀ o, Module.End.HasEigenvector (springForce k) (μ o) (v o) := by
      rintro (_ | a)
      · exact key _ _ hu
      · exact key _ _ (standingWave_isNormalMode hm.ne' a.isLt)
    have hcard := (Module.End.eigenvectors_linearIndependent' (springForce k) μ hμ v
      hv).fintype_card_le_finrank
    simp at hcard
  · rintro ⟨j, hj, rfl⟩
    exact ⟨_, standingWave_isNormalMode hm.ne' hj⟩
```

## The softening of the lowest mode

`IsLeast` says that the stated number is a positive mode frequency and that no other is smaller. The proof identifies its square with \(w_1\) by the half-angle formula (`hsq`), excludes \(j=0\), and compares squares.

The hypothesis `2 ≤ N` can't be weakened to `1 ≤ N`. A single mass feels no force, so its only squared frequency is zero and the set of positive frequencies has no least element.

```lean
/-- For `k, m > 0` and `N ≥ 2` the lowest nonzero frequency of the free chain is
`2 √(k/m) sin(π/(2N))`. -/
theorem lowest_frequency {N : ℕ} {k m : ℝ} (hk : 0 < k) (hm : 0 < m) (hN : 2 ≤ N) :
    IsLeast (vibrationalFrequencies N k m) (2 * √(k / m) * sin (π / (2 * N))) := by
  have hN' : (2 : ℝ) ≤ N := by exact_mod_cast hN
  have hkm : 0 < k / m := div_pos hk hm
  have hs : 0 < sin (π / (2 * N)) :=
    sin_pos_of_pos_of_lt_pi (by positivity) (div_lt_self pi_pos (by linarith))
  have hpos : 0 < 2 * √(k / m) * sin (π / (2 * N)) :=
    mul_pos (mul_pos two_pos (sqrt_pos.2 hkm)) hs
  -- half-angle formula
  have hsq : (2 * √(k / m) * sin (π / (2 * N))) ^ 2 = omegaSq N k m 1 := by
    have e : π * ((1 : ℕ) : ℝ) / N = 2 * (π / (2 * N)) := by
      push_cast
      field_simp
    rw [omegaSq, e, cos_two_mul, mul_pow, mul_pow, sq_sqrt hkm.le, sin_sq]
    ring
  refine ⟨⟨hpos, (squaredFrequency_iff hk hm).2 ⟨1, by omega, hsq⟩⟩, ?_⟩
  rintro ω ⟨hω, hu⟩
  obtain ⟨j, hj, h⟩ := (squaredFrequency_iff hk hm).1 hu
  have hj0 : j ≠ 0 := by
    rintro rfl
    have h0 : ω ^ 2 = 0 := by
      rw [h]
      simp [omegaSq]
    exact (pow_pos hω 2).ne' h0
  have hle : omegaSq N k m 1 ≤ omegaSq N k m j := by
    rcases (by omega : j = 1 ∨ 1 < j) with rfl | h1
    · exact le_rfl
    · exact (omegaSq_lt hk hm h1 hj).le
  rw [← hsq, ← h] at hle
  exact (pow_le_pow_iff_left₀ hpos.le hω.le two_ne_zero).1 hle
```

In the limit theorem `Ω` is any sequence whose value at each \(N\ge2\) is the least positive frequency. Uniqueness of the least element brings in the sine formula, and continuity of `sinc` at zero gives the limit.

```lean
/-- For `k, m > 0`, if `Ω N` is the lowest nonzero frequency of the free chain of `N` masses for
each `N ≥ 2`, then `N Ω N` tends to `π √(k/m)`. -/
theorem tendsto_mul_lowest_frequency {k m : ℝ} (hk : 0 < k) (hm : 0 < m) {Ω : ℕ → ℝ}
    (hΩ : ∀ N, 2 ≤ N → IsLeast (vibrationalFrequencies N k m) (Ω N)) :
    Tendsto (fun N : ℕ => (N : ℝ) * Ω N) atTop (𝓝 (π * √(k / m))) := by
  have h1 : Tendsto (fun N : ℕ => sinc (π / 2 / (N : ℝ))) atTop (𝓝 1) := by
    have h := (continuous_sinc.tendsto 0).comp
      (tendsto_const_div_atTop_nhds_zero_nat (π / 2))
    rw [sinc_zero] at h
    exact h
  have h2 := h1.const_mul (π * √(k / m))
  rw [mul_one] at h2
  refine h2.congr' ?_
  filter_upwards [eventually_ge_atTop 2] with N hN
  have hN0 : (0 : ℝ) < N := by exact_mod_cast (by omega : 0 < N)
  have hx : π / 2 / (N : ℝ) ≠ 0 := by positivity
  rw [(hΩ N hN).unique (lowest_frequency hk hm hN), sinc_of_ne_zero hx,
    div_mul_eq_div_div]
  field_simp
```

The last theorem multiplies by \(a(1-1/N)\). It holds for every real `a`; a bond length is the positive case.

```lean
/-- For `k, m > 0` and bond length `a`, the chain length `(N - 1) a` times the lowest nonzero
frequency `Ω N` tends to `π a √(k/m)`. -/
theorem tendsto_length_mul_lowest_frequency {k m : ℝ} (a : ℝ) (hk : 0 < k) (hm : 0 < m)
    {Ω : ℕ → ℝ} (hΩ : ∀ N, 2 ≤ N → IsLeast (vibrationalFrequencies N k m) (Ω N)) :
    Tendsto (fun N : ℕ => ((N : ℝ) - 1) * a * Ω N) atTop (𝓝 (π * a * √(k / m))) := by
  have h := (((tendsto_const_div_atTop_nhds_zero_nat (1 : ℝ)).const_sub 1).mul
    (tendsto_mul_lowest_frequency hk hm hΩ)).const_mul a
  have e : a * ((1 - 0) * (π * √(k / m))) = π * a * √(k / m) := by ring
  rw [e] at h
  refine h.congr' ?_
  filter_upwards [eventually_ge_atTop 2] with N hN
  have hN0 : (N : ℝ) ≠ 0 := by exact_mod_cast (by omega : N ≠ 0)
  have e2 : (1 - 1 / (N : ℝ)) * N = N - 1 := by field_simp
  linear_combination a * Ω N * e2

end

end FreeChainAcousticMode
```

```lean
#print axioms FreeChainAcousticMode.isNormalMode_iff_newton
#print axioms FreeChainAcousticMode.tendsto_length_mul_lowest_frequency
```

```
'FreeChainAcousticMode.isNormalMode_iff_newton' depends on axioms: [propext, Classical.choice, Quot.sound]
'FreeChainAcousticMode.tendsto_length_mul_lowest_frequency' depends on axioms: [propext, Classical.choice, Quot.sound]
```
